# The Gaussian damping factor exp(−2π²σ²/h²) is below one for positive h and σ

A Gaussian in one dimension with unit integral and standard deviation σ has the Fourier transform exp(−k²σ²/2) at angular wavenumber k. At k = 2π/h, the first harmonic of a uniform grid of spacing h, this equals the damping factor q = exp(−2π²σ²/h²). The lemma states that q < 1 whenever h and σ are both positive real numbers. It concerns this explicit number alone; no Gaussian, grid sum or energy appears in it. The attempt first shows that 2π²σ²/h² is positive, then rewrites the exponent as the negative of that quantity, and finally appeals to the fact that the exponential of a negative number is less than one.

In Lean, a first try:

```lean
import Mathlib

open Real

namespace EggBoxPoisson

noncomputable section

/-- The damping factor `q = exp(-2π²σ²/h²)` of the first grid harmonic (for `h ≠ 0`). -/
def eggBoxFactor (h σ : ℝ) : ℝ := Real.exp (-2 * π ^ 2 * σ ^ 2 / h ^ 2)

/-- The damping factor is smaller than one for positive spacing and width. -/
theorem eggBoxFactor_lt_one {h σ : ℝ} (hh : 0 < h) (hσ : 0 < σ) : eggBoxFactor h σ < 1 := by
  have p : 0 < 2 * π ^ 2 * σ ^ 2 / h ^ 2 := by positivity
  have e : -2 * π ^ 2 * σ ^ 2 / h ^ 2 = -(2 * π ^ 2 * σ ^ 2 / h ^ 2) := by ring
  rw [eggBoxFactor, e]
  exact Real.exp_lt_one (by linarith)

end

end EggBoxPoisson
```

Compiling this gives:

```
Main.lean:17:8: error(lean.unknownIdentifier): Unknown constant `Real.exp_lt_one`
```

The message says that Lean knows no constant called `Real.exp_lt_one`. The last line uses that name as a lemma which turns a proof that the exponent is negative into a proof that its exponential is below one. The mathematics of the step is sound, but no lemma of that name is available in the imported Mathlib, so the line fails.

The repair uses `Real.exp_lt_one_iff` instead, which states the fact as an equivalence: `Real.exp x < 1` holds exactly when `x < 0`. Because it is an equivalence and not an implication, it can't simply be applied to a proof of `x < 0`; the added `.2` selects the direction from `x < 0` to `Real.exp x < 1`. What remains to be shown is that `-(2 * π ^ 2 * σ ^ 2 / h ^ 2)` is negative, and `linarith` gets this from the hypothesis `p`, as the attempt intended.

Lean accepts the file once it reads:

```diff
@@ -15,5 +15,5 @@
   have e : -2 * π ^ 2 * σ ^ 2 / h ^ 2 = -(2 * π ^ 2 * σ ^ 2 / h ^ 2) := by ring
   rw [eggBoxFactor, e]
-  exact Real.exp_lt_one (by linarith)
+  exact Real.exp_lt_one_iff.2 (by linarith)
 
 end
```
